# For two orthonormal bands, the covariant derivative of the interband dipole acquires only the relative phase

The ordinary $k$-derivative of the dipole matrix element between two Bloch bands can change by more than a phase factor when the bands are rephased, so a shift current computed from it would depend on an arbitrary choice of phases. For orthonormal and sufficiently differentiable bands, a correction built from the two Berry connections removes this dependence.

In Lean 4 with Mathlib:

```lean
import Mathlib

open Complex ComplexConjugate

namespace ShiftCurrentCovariance

noncomputable section

variable {E : Type*} [NormedAddCommGroup E] [InnerProductSpace ℂ E]

/-- The gauge change `w(k) → exp(i α(k)) w(k)` of a Bloch vector. -/
def rephase (α : ℝ → ℝ) (w : ℝ → E) (k : ℝ) : E := exp (I * (α k : ℂ)) • w k

/-- The interband dipole matrix element `r = i⟨u, v'⟩`. -/
def interband (u v : ℝ → E) (k : ℝ) : ℂ := I * inner ℂ (u k) (deriv v k)

/-- The Berry connection `A = i⟨w, w'⟩` of a single band. -/
def berry (w : ℝ → E) (k : ℝ) : ℂ := I * inner ℂ (w k) (deriv w k)

/-- The covariant derivative `Dr = r' - i (A_u - A_v) r` of the interband dipole. -/
def covDeriv (u v : ℝ → E) (k : ℝ) : ℂ :=
  deriv (interband u v) k - I * (berry u k - berry v k) * interband u v k

/-- The derivative of a phase factor `exp(i θ(k))` is `i θ'(k) exp(i θ(k))`. -/
theorem phase_hasDerivAt {θ : ℝ → ℝ} {θ' k : ℝ} (h : HasDerivAt θ θ' k) :
    HasDerivAt (fun x => exp (I * (θ x : ℂ))) (I * (θ' : ℂ) * exp (I * (θ k : ℂ))) k :=
  ((h.ofReal_comp.const_mul I).cexp).congr_deriv (by ring)

/-- Under a differentiable gauge change, with `v` differentiable and no orthogonality or
normalisation assumed, `i⟨u, v'⟩` acquires the relative phase and an additional term proportional to
the overlap `⟨u, v⟩`. -/
theorem interband_rephase {α β : ℝ → ℝ} {u v : ℝ → E} {k : ℝ}
    (hβ : DifferentiableAt ℝ β k) (hv : DifferentiableAt ℝ v k) :
    interband (rephase α u) (rephase β v) k =
      exp (I * ((β k - α k : ℝ) : ℂ)) *
        (interband u v k - ((deriv β k : ℝ) : ℂ) * inner ℂ (u k) (v k)) := by
  -- product rule for the rephased vector
  have h : HasDerivAt (rephase β v)
      (exp (I * (β k : ℂ)) • deriv v k
        + (I * ((deriv β k : ℝ) : ℂ) * exp (I * (β k : ℂ))) • v k) k :=
    (phase_hasDerivAt hβ.hasDerivAt).smul hv.hasDerivAt
  -- the two phases combine into the relative phase
  have hp : conj (exp (I * (α k : ℂ))) * exp (I * (β k : ℂ)) =
      exp (I * ((β k - α k : ℝ) : ℂ)) := by
    rw [← exp_conj, ← exp_add, map_mul, conj_I, conj_ofReal]
    congr 1
    push_cast
    ring
  rw [← hp, interband, h.deriv, rephase, interband, inner_smul_left, inner_add_right,
    inner_smul_right, inner_smul_right]
  linear_combination (conj (exp (I * (α k : ℂ))) * exp (I * (β k : ℂ)) *
    ((deriv β k : ℝ) : ℂ) * inner ℂ (u k) (v k)) * I_sq

/-- The Berry connection of a normalised band shifts by minus the gradient of the phase. -/
theorem berry_rephase {α : ℝ → ℝ} {w : ℝ → E} {k : ℝ}
    (hα : DifferentiableAt ℝ α k) (hw : DifferentiableAt ℝ w k)
    (hn : inner ℂ (w k) (w k) = (1 : ℂ)) :
    berry (rephase α w) k = berry w k - ((deriv α k : ℝ) : ℂ) := by
  change interband (rephase α w) (rephase α w) k = interband w w k - ((deriv α k : ℝ) : ℂ)
  rw [interband_rephase hα hw, hn, sub_self, ofReal_zero, mul_zero, exp_zero, one_mul, mul_one]

/-- The ordinary derivative of the interband dipole of orthogonal bands acquires, besides the
relative phase, a term containing the gradient of that phase. -/
theorem deriv_interband_rephase {α β : ℝ → ℝ} {u v : ℝ → E}
    (hα : Differentiable ℝ α) (hβ : Differentiable ℝ β)
    (hu : Differentiable ℝ u) (hv : Differentiable ℝ v) (hv' : Differentiable ℝ (deriv v))
    (ho : ∀ k, inner ℂ (u k) (v k) = (0 : ℂ)) (k : ℝ) :
    deriv (interband (rephase α u) (rephase β v)) k =
      exp (I * ((β k - α k : ℝ) : ℂ)) * (deriv (interband u v) k
        + I * (((deriv β k : ℝ) : ℂ) - ((deriv α k : ℝ) : ℂ)) * interband u v k) := by
  have hfun : interband (rephase α u) (rephase β v) =
      fun x => exp (I * ((β x - α x : ℝ) : ℂ)) * interband u v x := by
    funext x
    rw [interband_rephase (hβ x) (hv x), ho, mul_zero, sub_zero]
  have hr : DifferentiableAt ℝ (interband u v) k :=
    ((hu k).inner ℂ (hv' k)).const_mul I
  have h := (phase_hasDerivAt ((hβ k).hasDerivAt.fun_sub (hα k).hasDerivAt)).fun_mul
    hr.hasDerivAt
  rw [hfun]
  refine h.deriv.trans ?_
  push_cast
  ring

/-- For orthonormal bands, the interband dipole and its covariant derivative both acquire
the factor `exp(i(β - α))` under independent gauge changes of the two bands. -/
theorem shift_current_covariance {α β : ℝ → ℝ} {u v : ℝ → E}
    (hα : Differentiable ℝ α) (hβ : Differentiable ℝ β)
    (hu : Differentiable ℝ u) (hv : Differentiable ℝ v) (hv' : Differentiable ℝ (deriv v))
    (hun : ∀ k, inner ℂ (u k) (u k) = (1 : ℂ)) (hvn : ∀ k, inner ℂ (v k) (v k) = (1 : ℂ))
    (ho : ∀ k, inner ℂ (u k) (v k) = (0 : ℂ)) (k : ℝ) :
    interband (rephase α u) (rephase β v) k =
        exp (I * ((β k - α k : ℝ) : ℂ)) * interband u v k ∧
      covDeriv (rephase α u) (rephase β v) k =
        exp (I * ((β k - α k : ℝ) : ℂ)) * covDeriv u v k := by
  have hr : interband (rephase α u) (rephase β v) k =
      exp (I * ((β k - α k : ℝ) : ℂ)) * interband u v k := by
    rw [interband_rephase (hβ k) (hv k), ho, mul_zero, sub_zero]
  refine ⟨hr, ?_⟩
  -- the shifts of the Berry connections cancel the gradient of the relative phase
  rw [covDeriv, deriv_interband_rephase hα hβ hu hv hv' ho, hr,
    berry_rephase (hα k) (hu k) (hun k), berry_rephase (hβ k) (hv k) (hvn k), covDeriv]
  ring

/-- The product `conj(r) Dr` of orthonormal bands is gauge invariant. -/
theorem shift_integrand_invariant {α β : ℝ → ℝ} {u v : ℝ → E}
    (hα : Differentiable ℝ α) (hβ : Differentiable ℝ β)
    (hu : Differentiable ℝ u) (hv : Differentiable ℝ v) (hv' : Differentiable ℝ (deriv v))
    (hun : ∀ k, inner ℂ (u k) (u k) = (1 : ℂ)) (hvn : ∀ k, inner ℂ (v k) (v k) = (1 : ℂ))
    (ho : ∀ k, inner ℂ (u k) (v k) = (0 : ℂ)) (k : ℝ) :
    conj (interband (rephase α u) (rephase β v) k) * covDeriv (rephase α u) (rephase β v) k =
      conj (interband u v k) * covDeriv u v k := by
  obtain ⟨h1, h2⟩ := shift_current_covariance hα hβ hu hv hv' hun hvn ho k
  have hE : conj (exp (I * ((β k - α k : ℝ) : ℂ))) * exp (I * ((β k - α k : ℝ) : ℂ)) = 1 := by
    rw [← exp_conj, ← exp_add, map_mul, conj_I, conj_ofReal, neg_mul, neg_add_cancel, exp_zero]
  rw [h1, h2, map_mul]
  linear_combination (conj (interband u v k) * covDeriv u v k) * hE

/-- The Berry connection of a normalised band is real. -/
theorem berry_im {w : ℝ → E} (hw : Differentiable ℝ w)
    (hn : ∀ k, inner ℂ (w k) (w k) = (1 : ℂ)) (k : ℝ) : (berry w k).im = 0 := by
  -- differentiate the normalisation condition
  have h := (hw k).hasDerivAt.inner ℂ (hw k).hasDerivAt
  rw [funext hn] at h
  have h0 := h.unique (hasDerivAt_const k (1 : ℂ))
  rw [← inner_conj_symm (deriv w k) (w k)] at h0
  have h1 := congrArg Complex.re h0
  simp only [add_re, conj_re, zero_re] at h1
  simp only [berry, mul_im, I_re, I_im]
  linarith

/-- If `r = ρ exp(iφ)` with real `ρ` and `φ`, then
`conj(r) Dr = ρ ρ' + i ρ² (φ' - (A_u - A_v))` for normalised bands. -/
theorem shift_integrand_polar {ρ φ : ℝ → ℝ} {u v : ℝ → E}
    (hρ : Differentiable ℝ ρ) (hφ : Differentiable ℝ φ)
    (hu : Differentiable ℝ u) (hv : Differentiable ℝ v)
    (hun : ∀ k, inner ℂ (u k) (u k) = (1 : ℂ)) (hvn : ∀ k, inner ℂ (v k) (v k) = (1 : ℂ))
    (hr : ∀ k, interband u v k = (ρ k : ℂ) * exp (I * (φ k : ℂ))) (k : ℝ) :
    conj (interband u v k) * covDeriv u v k = (ρ k : ℂ) * ((deriv ρ k : ℝ) : ℂ)
      + I * (ρ k : ℂ) ^ 2 *
        (((deriv φ k : ℝ) : ℂ) - (((berry u k).re : ℂ) - ((berry v k).re : ℂ))) := by
  have hA : berry u k = ((berry u k).re : ℂ) :=
    Complex.ext (ofReal_re _).symm ((berry_im hu hun k).trans (ofReal_im _).symm)
  have hB : berry v k = ((berry v k).re : ℂ) :=
    Complex.ext (ofReal_re _).symm ((berry_im hv hvn k).trans (ofReal_im _).symm)
  have hE : conj (exp (I * (φ k : ℂ))) * exp (I * (φ k : ℂ)) = 1 := by
    rw [← exp_conj, ← exp_add, map_mul, conj_I, conj_ofReal, neg_mul, neg_add_cancel, exp_zero]
  have hd := ((hρ k).hasDerivAt.ofReal_comp.fun_mul (phase_hasDerivAt (hφ k).hasDerivAt)).deriv
  rw [← funext hr] at hd
  rw [covDeriv, hd, hr k, map_mul, conj_ofReal]
  linear_combination ((ρ k : ℂ) * ((deriv ρ k : ℝ) : ℂ)
    + I * (ρ k : ℂ) ^ 2 * ((deriv φ k : ℝ) : ℂ)
    - I * (berry u k - berry v k) * (ρ k : ℂ) ^ 2) * hE
    - I * (ρ k : ℂ) ^ 2 * hA + I * (ρ k : ℂ) ^ 2 * hB

/-- The vector `(cos k², sin k²)` in a two-band model. -/
def rotU (k : ℝ) : EuclideanSpace ℂ (Fin 2) :=
  ((Real.cos (k ^ 2) : ℝ) : ℂ) • EuclideanSpace.single 0 1
    + ((Real.sin (k ^ 2) : ℝ) : ℂ) • EuclideanSpace.single 1 1

/-- The vector `(-sin k², cos k²)` in a two-band model. -/
def rotV (k : ℝ) : EuclideanSpace ℂ (Fin 2) :=
  ((-Real.sin (k ^ 2) : ℝ) : ℂ) • EuclideanSpace.single 0 1
    + ((Real.cos (k ^ 2) : ℝ) : ℂ) • EuclideanSpace.single 1 1

/-- The rotating frame `rotU`, `rotV` is orthonormal and smooth enough for the covariance
theorem, and its covariant derivative is `Dr = -2i`. -/
theorem rotating_frame_witness :
    Differentiable ℝ rotU ∧ Differentiable ℝ rotV ∧ Differentiable ℝ (deriv rotV) ∧
      (∀ k, inner ℂ (rotU k) (rotU k) = (1 : ℂ)) ∧
      (∀ k, inner ℂ (rotV k) (rotV k) = (1 : ℂ)) ∧
      (∀ k, inner ℂ (rotU k) (rotV k) = (0 : ℂ)) ∧
      ∀ k, covDeriv rotU rotV k = -2 * I := by
  have hin : ∀ a b c d : ℝ, inner ℂ
      ((a : ℂ) • EuclideanSpace.single (0 : Fin 2) (1 : ℂ) + (b : ℂ) • EuclideanSpace.single 1 1)
      ((c : ℂ) • EuclideanSpace.single (0 : Fin 2) (1 : ℂ) + (d : ℂ) • EuclideanSpace.single 1 1)
      = ((a * c + b * d : ℝ) : ℂ) := by
    intro a b c d
    simp [PiLp.inner_apply]
    ring
  have huu : ∀ k, inner ℂ (rotU k) (rotU k) = (1 : ℂ) := fun k => by
    rw [rotU, hin, ← ofReal_one]
    congr 1
    linear_combination Real.sin_sq_add_cos_sq (k ^ 2)
  have hvv : ∀ k, inner ℂ (rotV k) (rotV k) = (1 : ℂ) := fun k => by
    rw [rotV, hin, ← ofReal_one]
    congr 1
    linear_combination Real.sin_sq_add_cos_sq (k ^ 2)
  have huv : ∀ k, inner ℂ (rotU k) (rotV k) = (0 : ℂ) := fun k => by
    rw [rotU, rotV, hin, ← ofReal_zero]
    congr 1
    ring
  have hvu : ∀ k, inner ℂ (rotV k) (rotU k) = (0 : ℂ) := fun k => by
    rw [← inner_conj_symm, huv, map_zero]
  -- the frame rotates into itself
  have hc : ∀ k : ℝ, HasDerivAt (fun x : ℝ => Real.cos (x ^ 2))
      (-Real.sin (k ^ 2) * (2 * k)) k := fun k =>
    (hasDerivAt_pow 2 k).cos.congr_deriv (by norm_num)
  have hs : ∀ k : ℝ, HasDerivAt (fun x : ℝ => Real.sin (x ^ 2))
      (Real.cos (k ^ 2) * (2 * k)) k := fun k =>
    (hasDerivAt_pow 2 k).sin.congr_deriv (by norm_num)
  have hU : ∀ k, HasDerivAt rotU (((2 * k : ℝ) : ℂ) • rotV k) k := fun k =>
    (((hc k).ofReal_comp.smul_const _).fun_add ((hs k).ofReal_comp.smul_const _)).congr_deriv
      (by simp only [rotV]; push_cast; module)
  have hV : ∀ k, HasDerivAt rotV (((-2 * k : ℝ) : ℂ) • rotU k) k := fun k =>
    (((hs k).fun_neg.ofReal_comp.smul_const _).fun_add
      ((hc k).ofReal_comp.smul_const _)).congr_deriv
      (by simp only [rotU]; push_cast; module)
  have hlin : ∀ k : ℝ, HasDerivAt (fun x : ℝ => ((-2 * x : ℝ) : ℂ)) ((-2 * 1 : ℝ) : ℂ) k :=
    fun k => ((hasDerivAt_id' k).const_mul (-2 : ℝ)).ofReal_comp
  have hdV : deriv rotV = fun k => ((-2 * k : ℝ) : ℂ) • rotU k := funext fun k => (hV k).deriv
  refine ⟨fun k => (hU k).differentiableAt, fun k => (hV k).differentiableAt, ?_,
    huu, hvv, huv, fun k => ?_⟩
  · rw [hdV]
    exact fun k => ((hlin k).smul (hU k)).differentiableAt
  · have hr : interband rotU rotV = fun x => I * ((-2 * x : ℝ) : ℂ) := by
      funext x
      rw [interband, (hV x).deriv, inner_smul_right, huu, mul_one]
    have hA : berry rotU k = 0 := by
      rw [berry, (hU k).deriv, inner_smul_right, huv, mul_zero, mul_zero]
    have hB : berry rotV k = 0 := by
      rw [berry, (hV k).deriv, inner_smul_right, hvu, mul_zero, mul_zero]
    rw [covDeriv, hA, hB, hr, ((hlin k).const_mul I).deriv]
    push_cast
    ring

end

end ShiftCurrentCovariance
```

```lean
#print axioms ShiftCurrentCovariance.deriv_interband_rephase
-- 'ShiftCurrentCovariance.deriv_interband_rephase' depends on axioms: [propext, Classical.choice, Quot.sound]
#print axioms ShiftCurrentCovariance.shift_integrand_invariant
-- 'ShiftCurrentCovariance.shift_integrand_invariant' depends on axioms: [propext, Classical.choice, Quot.sound]
#print axioms ShiftCurrentCovariance.shift_integrand_polar
-- 'ShiftCurrentCovariance.shift_integrand_polar' depends on axioms: [propext, Classical.choice, Quot.sound]
```

## Two bands along a line of crystal momentum

Let $k$ be a real crystal momentum and let $u(k)$, $v(k)$ be vectors in a complex inner product space `E`, for instance $\mathbb C^n$. A prime means $d/dk$, and $\langle\cdot,\cdot\rangle$ is antilinear in its first argument, as in Mathlib's `inner ℂ`. The definitions are

- `interband u v`, the dipole $r = i\langle u,v'\rangle$;
- `berry w`, the Berry connection $A_w = i\langle w,w'\rangle$ of a band $w$;
- `covDeriv u v`, the covariant derivative $Dr = r' - i(A_u-A_v)\,r$;
- `rephase α w`, the gauge change $w \to e^{i\alpha}w$ with a real function $\alpha(k)$.

The theorem `shift_current_covariance` says that under $u\to e^{i\alpha}u$ and $v\to e^{i\beta}v$, both $r$ and $Dr$ are multiplied by $e^{i(\beta-\alpha)}$ at every $k$. It assumes that $u$ and $v$ are normalised and mutually orthogonal at every $k$ (`hun`, `hvn`, `ho`), that $u$, $v$, $\alpha$ and $\beta$ are differentiable, and that $v'$ is differentiable as well (`hv'`). The phases need only one derivative.

Physically, $u$ and $v$ stand for the cell-periodic parts of two Bloch states, and the phases are the freedom that the eigenvalue equation and normalisation together leave to a nondegenerate band. No Hamiltonian appears: orthogonality, which a Hermitian Hamiltonian supplies for states of different energy, is assumed here. The dipole and the derivative refer to the same single direction of $k$. Unitary mixing within a degenerate set of bands is not treated, nor are the band sum, the Brillouin-zone integral and the energy conservation factor of the full shift-current formula.

In the length-gauge, independent-particle formula for the shift current along the polarisation direction of linearly polarised light, $\bar r\,Dr$ enters the integrand. `shift_integrand_invariant` shows that, for two such bands in one $k$-direction, this product is the same in every differentiable gauge.

## Orthogonality removes $\beta'$ from the dipole

Write $\tilde u = e^{i\alpha}u$ and $\tilde v = e^{i\beta}v$, and mark quantities built from them with a tilde. The product rule gives

$$\tilde v' = e^{i\beta}\,(v' + i\beta' v).$$

Taking the inner product with $\tilde u$ brings in the conjugate phase $e^{-i\alpha}$:

$$i\langle\tilde u,\tilde v'\rangle = i\,e^{i(\beta-\alpha)}\big(\langle u,v'\rangle + i\beta'\langle u,v\rangle\big) = e^{i(\beta-\alpha)}\big(r-\beta'\langle u,v\rangle\big).$$

This is `interband_rephase`, which needs $v$ and $\beta$ to be differentiable at $k$ but assumes neither orthogonality nor normalisation. Its step `h` is the product rule, with the derivative of the phase taken from `phase_hasDerivAt`; `hp` combines the two exponentials, and the final `linear_combination` uses $i^2=-1$.

Two special cases follow. If $\langle u,v\rangle=0$, then

$$\tilde r = e^{i(\beta-\alpha)}r.$$

If both vectors are the same normalised band $w$ with the same phase $\alpha$, the exponential is $1$ and

$$\tilde A_w = A_w-\alpha'.$$

The second case is `berry_rephase`, whose proof begins by reading `berry w` as `interband w w`.

## The Berry connections cancel the phase gradient

Because $\tilde r = e^{i(\beta-\alpha)}r$ holds for all $k$, it can be differentiated as an identity between functions:

$$\tilde r' = e^{i(\beta-\alpha)}\big(r' + i(\beta'-\alpha')r\big).$$

No second derivative of $\beta$ arises, since $\beta'$ has already dropped out of $\tilde r$. In `deriv_interband_rephase` the identity between functions is `hfun`, and `hr` obtains the differentiability of $r$ from that of $u$ and $v'$.

The connections shift by

$$\tilde A_u-\tilde A_v = A_u-A_v+\beta'-\alpha'.$$

Inserting both results into the definition of the covariant derivative gives

$$\begin{aligned}
\widetilde{Dr} &= \tilde r' - i(\tilde A_u-\tilde A_v)\,\tilde r\\
&= e^{i(\beta-\alpha)}\big[r' + i(\beta'-\alpha')r - i(A_u-A_v)r - i(\beta'-\alpha')r\big]\\
&= e^{i(\beta-\alpha)}\,Dr.
\end{aligned}$$

The main proof makes the same substitutions, and `ring` carries out the cancellation. For the invariant product, conjugating $\tilde r$ supplies $e^{-i(\beta-\alpha)}$, which cancels the phase of $\widetilde{Dr}$; this is `hE` in `shift_integrand_invariant`.

## The shift vector in the imaginary part

Differentiating $\langle w,w\rangle=1$ gives

$$\langle w,w'\rangle+\langle w',w\rangle = 2\,\mathrm{Re}\,\langle w,w'\rangle = 0.$$

Hence $\langle w,w'\rangle$ is purely imaginary and $A_w$ is real, which `berry_im` states as a vanishing imaginary part.

Suppose now that $r=\rho e^{i\varphi}$ with differentiable real functions $\rho$ and $\varphi$. Then $r'=(\rho'+i\rho\varphi')e^{i\varphi}$, so

$$Dr = e^{i\varphi}\big[\rho' + i\rho(\varphi'-A_u+A_v)\big],$$

and multiplication by $\bar r=\rho e^{-i\varphi}$ yields

$$\bar r\,Dr = \rho\rho' + i\rho^2(\varphi'-A_u+A_v).$$

This is `shift_integrand_polar`. Since the connections are real, the two terms are the real and imaginary parts. The first is half the derivative of $|r|^2$; the second is $|r|^2$ times the shift vector $\varphi'-A_u+A_v$, in the sign convention of these definitions. The differentiable polar form is a hypothesis (`hr`), and $\rho$ may vanish or be negative. In the proof, `hA` and `hB` replace each connection by its real part, and `hd` differentiates the polar form.

## A rotating frame with $Dr=-2i$

The vectors `rotU` and `rotV` are

$$u=(\cos k^2,\sin k^2),\qquad v=(-\sin k^2,\cos k^2)$$

in $\mathbb C^2$. They are orthonormal, and

$$u'=2k\,v,\qquad v'=-2k\,u.$$

Therefore $A_u=A_v=0$, $r=-2ik$ and $Dr=r'=-2i$. `rotating_frame_witness` verifies the conditions on $u$ and $v$ in the covariance theorem together with this value, so the theorem applies to a case where the covariant derivative is nonzero. In the proof, `hin` computes inner products from real components, while `hU` and `hV` are the two derivative formulas above.

Here $\bar r\,Dr=4k$ is real, so the shift vector is zero wherever $r\neq0$: a real frame can have a nonzero covariant derivative without any shift. Since $|r|=2|k|$ is not periodic in $k$, this frame is a mathematical illustration and not a pair of crystal bands over a whole Brillouin zone.

## Matrix elements of other operators

The cancellation uses only the phase factor of $r$, not its origin. Let $O(k)$ be a linear operator that is unaffected by the gauge change, such as a velocity operator, and suppose that $s=\langle u,Ov\rangle$ is differentiable. Then $\tilde s=e^{i(\beta-\alpha)}s$ holds at once, without orthogonality, and for normalised differentiable $u$ and $v$ the same calculation shows that $s'-i(A_u-A_v)s$ acquires this factor too. This variant is argued here by hand and has no theorem in the file.
